# If a Hamiltonian matrix commutes with the spin matrices, its sector $S_z=M\ge 0$ contains every energy of the sector $S_z=M+1$

A calculation that fixes the numbers of up-spin and down-spin electrons works in one sector of $S_z$, and a level that lives only in another sector is missing from its spectrum. This can happen. For two spins 1/2 with $H=S_z$, a magnetic field along $z$, the energy 1 occurs at $S_z=1$ but not at $S_z=0$. That $H$ commutes with $S_z$, so commuting with $S_z$ alone doesn't protect the low sector.

The problems below treat an $H$ that commutes with $S_x$ and $S_y$ as well, as an electronic Hamiltonian made only of kinetic energy and Coulomb terms does. For full configuration interaction with such a Hamiltonian, at fixed electron number and with the same finite set of spatial orbitals for both spins, they show a single sector that is enough to find all energies.

```lean
import Mathlib

open Matrix
open Complex (I)
open scoped ComplexOrder

namespace SpinSectorChoice

noncomputable section

variable {n : Type*} [Fintype n]
```

States are vectors in `n → ℂ`, not necessarily normalised, and the finite set `n` labels an orthonormal basis. The spin matrices are Hermitian and obey the angular momentum commutators with $\hbar=1$. A truncated space of determinants qualifies only if its matrices still satisfy these relations and still commute with $H$.

```lean
/-- Spin matrices: three Hermitian matrices with the angular momentum commutators
(in units of ħ). -/
structure IsSpin (Sx Sy Sz : Matrix n n ℂ) : Prop where
  hermX : Sx.IsHermitian
  hermY : Sy.IsHermitian
  hermZ : Sz.IsHermitian
  xy : Sx * Sy - Sy * Sx = I • Sz
  yz : Sy * Sz - Sz * Sy = I • Sx
  zx : Sz * Sx - Sx * Sz = I • Sy
```

The ladder operators are $S_\pm=S_x\pm iS_y$.

```lean
/-- The raising operator `Sx + i Sy`. -/
def raise (Sx Sy : Matrix n n ℂ) : Matrix n n ℂ := Sx + I • Sy

/-- The lowering operator `Sx - i Sy`. -/
def lower (Sx Sy : Matrix n n ℂ) : Matrix n n ℂ := Sx - I • Sy
```

Let $V(E,M)$ be the space of vectors with $Hv=Ev$ and $S_zv=Mv$, and let $d(E,M)$ be its dimension. In Lean these are `level H Sz E M` and its `Module.finrank ℂ`. Since $S_z=-i[S_x,S_y]$, $H$ also commutes with $S_z$ and acts within each sector, so $d(E,M)$ is the number of independent eigenvectors with energy $E$ there. It is zero if $E$ doesn't occur. The matrix $H$ is not required to be Hermitian, and $E$ may be complex.

```lean
/-- The states of energy `E` in the sector `Sz = M`. Its dimension is the geometric multiplicity of
`E` in that sector. -/
def level (H Sz : Matrix n n ℂ) (E : ℂ) (M : ℝ) : Submodule ℂ (n → ℂ) where
  carrier := {v | H *ᵥ v = E • v ∧ Sz *ᵥ v = (M : ℂ) • v}
  zero_mem' := by simp
  add_mem' := by
    rintro a b ⟨h1, h2⟩ ⟨h3, h4⟩
    exact ⟨by rw [mulVec_add, h1, h3, smul_add], by rw [mulVec_add, h2, h4, smul_add]⟩
  smul_mem' := by
    rintro c a ⟨h1, h2⟩
    exact ⟨by rw [mulVec_smul, h1, smul_comm], by rw [mulVec_smul, h2, smul_comm]⟩
```

## (a) Commutators of the ladder operators

Move $S_-$ to the left past $S_z$ and past $S_+$. Show that
$$S_zS_-=S_-S_z-S_-,\qquad S_+S_-=S_-S_++2S_z .$$

For the first relation,
$$[S_z,S_-]=[S_z,S_x]-i[S_z,S_y]=iS_y-i(-iS_x)=-(S_x-iS_y)=-S_-.$$
For the second, the commutators of $S_x$ and $S_y$ with themselves vanish, which leaves
$$[S_+,S_-]=-i[S_x,S_y]+i[S_y,S_x]=-2i[S_x,S_y]=2S_z.$$

In the code, `hyz` and `hxy` are two of the given commutators multiplied by $i$. The products are expanded by `simp only`, and `linear_combination` adds the commutators with the coefficients found above.

```lean
variable {H Sx Sy Sz : Matrix n n ℂ}

/-- For spin matrices, the commutation relations of the lowering operator with `Sz` and with the
raising operator. -/
theorem ladder_relations (h : IsSpin Sx Sy Sz) :
    Sz * lower Sx Sy = lower Sx Sy * Sz - lower Sx Sy ∧
    raise Sx Sy * lower Sx Sy = lower Sx Sy * raise Sx Sy + (2 : ℂ) • Sz := by
  have hyz : I • (Sy * Sz - Sz * Sy) = -Sx := by
    rw [h.yz, smul_smul, Complex.I_mul_I, neg_one_smul]
  have hxy : I • (Sx * Sy - Sy * Sx) = -Sz := by
    rw [h.xy, smul_smul, Complex.I_mul_I, neg_one_smul]
  have hzx := h.zx
  simp only [raise, lower, Matrix.mul_add, Matrix.add_mul, Matrix.mul_sub, Matrix.sub_mul,
    Matrix.mul_smul, Matrix.smul_mul]
  constructor
  · linear_combination (norm := module) hzx + hyz
  · linear_combination (norm := module) (-2 : ℂ) • hxy
```

## (b) Lowering a state of positive projection

Let $S_zv=mv$ with $m>0$ and $v\neq0$. Show that
$$S_-v\neq 0 .$$

Suppose $S_-v=0$. Applying the second relation of (a) to $v$ gives $0=S_-S_+v+2mv$, so $S_-S_+v=-2mv$. Because $S_x$ and $S_y$ are Hermitian, $S_+^\dagger=S_-$, and therefore
$$\|S_+v\|^2=v^\dagger S_-S_+v=-2m\|v\|^2 .$$
The left side is at least zero and the right side is negative, a contradiction.

The adjoint relation is `hadj`, the equation for $S_-S_+v$ is `e'`, and the norm identity is `key`, with `star v ⬝ᵥ v` for $\|v\|^2$. The remaining lines compare real parts.

```lean
/-- For spin matrices, the lowering operator does not annihilate a nonzero eigenvector of `Sz` with
positive eigenvalue. -/
theorem lower_ne_zero (h : IsSpin Sx Sy Sz) {m : ℝ} (hm : 0 < m) {v : n → ℂ}
    (hv : Sz *ᵥ v = (m : ℂ) • v) (hv0 : v ≠ 0) : lower Sx Sy *ᵥ v ≠ 0 := by
  intro h0
  have hadj : (raise Sx Sy)ᴴ = lower Sx Sy := by
    simp [raise, lower, conjTranspose_add, conjTranspose_smul, h.hermX.eq, h.hermY.eq,
      sub_eq_add_neg]
  have e : raise Sx Sy *ᵥ (lower Sx Sy *ᵥ v)
      = lower Sx Sy *ᵥ (raise Sx Sy *ᵥ v) + (2 : ℂ) • (Sz *ᵥ v) := by
    rw [mulVec_mulVec, (ladder_relations h).2, add_mulVec, smul_mulVec, ← mulVec_mulVec]
  rw [h0, mulVec_zero, hv] at e
  have e' : lower Sx Sy *ᵥ (raise Sx Sy *ᵥ v) = (-(2 * (m : ℂ))) • v := by
    linear_combination (norm := module) (-1 : ℂ) • e
  -- the squared norm of the raised state would be negative
  have key : star (raise Sx Sy *ᵥ v) ⬝ᵥ (raise Sx Sy *ᵥ v)
      = -(2 * (m : ℂ)) * (star v ⬝ᵥ v) := by
    rw [star_mulVec, ← dotProduct_mulVec, hadj, e', dotProduct_smul, smul_eq_mul]
  have hre : ∀ z : ℂ, (-(2 * (m : ℂ)) * z).re = -(2 * m) * z.re := by
    intro z
    simp [Complex.mul_re]
  have a := (Complex.nonneg_iff.mp (dotProduct_star_self_nonneg (raise Sx Sy *ᵥ v))).1
  have b := Complex.nonneg_iff.mp (dotProduct_star_self_nonneg v)
  rw [key, hre] at a
  have hle : (star v ⬝ᵥ v).re ≤ 0 := by
    by_contra hc
    have := mul_pos hm (not_le.mp hc)
    linarith
  exact hv0 (dotProduct_star_self_eq_zero.mp (Complex.ext (le_antisymm hle b.1) b.2.symm))
```

## (c) Neighbouring sectors

Let $H$ commute with $S_x$ and $S_y$, and let $M>-1$ be real. Compare the multiplicities of an energy $E$ in neighbouring sectors:
$$d(E,M+1)\le d(E,M).$$

Take $v\in V(E,M+1)$. Since $H$ commutes with $S_-$,
$$HS_-v=S_-Hv=E\,S_-v,$$
and by (a)
$$S_zS_-v=S_-S_zv-S_-v=(M+1-1)S_-v=M\,S_-v .$$
So $S_-$ maps $V(E,M+1)$ into $V(E,M)$. Its vectors have projection $M+1>0$, hence by (b) only the zero vector is sent to zero. The map is injective, and the dimension of its source can't exceed that of its target.

The two computations form `hmem`. The operator is then restricted to the two spaces, and `LinearMap.finrank_le_finrank_of_injective` compares their dimensions.

The bound on $M$ is sharp. Take a single state with $S_x=S_y=S_z=0$ and $H=0$. Then $d(0,0)=1$ but $d(0,-1)=0$, so the inequality fails at $M=-1$.

```lean
/-- For a Hamiltonian commuting with the spin and `M > -1`, every energy has in the sector
`Sz = M` at least the multiplicity that it has in the sector `Sz = M + 1`. -/
theorem multiplicity_le (h : IsSpin Sx Sy Sz) (hx : Commute H Sx) (hy : Commute H Sy)
    (E : ℂ) {M : ℝ} (hM : -1 < M) :
    Module.finrank ℂ (level H Sz E (M + 1)) ≤ Module.finrank ℂ (level H Sz E M) := by
  have hL : H * lower Sx Sy = lower Sx Sy * H := (hx.sub_right (hy.smul_right I)).eq
  -- lowering keeps the energy and reduces the projection by one
  have hmem : ∀ v ∈ level H Sz E (M + 1), (lower Sx Sy).mulVecLin v ∈ level H Sz E M := by
    rintro v ⟨h1, h2⟩
    refine ⟨?_, ?_⟩
    · change H *ᵥ (lower Sx Sy *ᵥ v) = E • (lower Sx Sy *ᵥ v)
      rw [mulVec_mulVec, hL, ← mulVec_mulVec, h1, mulVec_smul]
    · change Sz *ᵥ (lower Sx Sy *ᵥ v) = (M : ℂ) • (lower Sx Sy *ᵥ v)
      rw [mulVec_mulVec, (ladder_relations h).1, sub_mulVec, ← mulVec_mulVec, h2, mulVec_smul]
      push_cast
      module
  apply LinearMap.finrank_le_finrank_of_injective (f := (lower Sx Sy).mulVecLin.restrict hmem)
  refine (injective_iff_map_eq_zero _).mpr ?_
  rintro ⟨v, hv⟩ hv0
  by_contra hne
  exact lower_ne_zero h (by linarith : 0 < M + 1) hv.2 (fun e => hne (Subtype.ext e))
    (congrArg Subtype.val hv0)
```

## (d) Several steps at once

For $M>-1$ and $k=0,1,2,\dots$, show that
$$d(E,M+k)\le d(E,M).$$

For $k=0$ the two sides are equal. If the inequality holds for $k$, then (c) applied at $M+k>-1$ gives
$$d(E,M+k+1)\le d(E,M+k)\le d(E,M).$$
The Lean proof is this induction, with `ih` for the second inequality.

```lean
/-- For a Hamiltonian commuting with the spin, `M > -1` and any natural number `k`, the multiplicity
of every energy in the sector `M + k` is at most that in the sector `M`. -/
theorem multiplicity_le_add (h : IsSpin Sx Sy Sz) (hx : Commute H Sx) (hy : Commute H Sy)
    (E : ℂ) {M : ℝ} (hM : -1 < M) (k : ℕ) :
    Module.finrank ℂ (level H Sz E (M + k)) ≤ Module.finrank ℂ (level H Sz E M) := by
  induction k with
  | zero => exact le_of_eq (by rw [Nat.cast_zero, add_zero])
  | succ k ih =>
    have hk : (0 : ℝ) ≤ k := Nat.cast_nonneg k
    have e : M + ((k + 1 : ℕ) : ℝ) = M + k + 1 := by push_cast; ring
    rw [e]
    exact (multiplicity_le h hx hy E (by linarith)).trans ih
```

## (e) Turning the spin over

To reach sectors below $M$, rotate the spin by $\pi$ about the $x$ axis. Show that
$$(S_x,\,-S_y,\,-S_z)$$
are spin matrices too.

They are Hermitian, and
$$[S_x,-S_y]=i(-S_z),\qquad[-S_y,-S_z]=iS_x,\qquad[-S_z,S_x]=i(-S_y).$$
The three bullets in the code are these commutators in the same order.

```lean
/-- Reversing the signs of `Sy` and `Sz` gives spin matrices again. -/
theorem spin_flip (h : IsSpin Sx Sy Sz) : IsSpin Sx (-Sy) (-Sz) := by
  refine ⟨h.hermX, h.hermY.neg, h.hermZ.neg, ?_, ?_, ?_⟩
  · rw [smul_neg, ← h.xy, Matrix.mul_neg, Matrix.neg_mul]
    abel
  · rw [← h.yz]
    simp only [Matrix.mul_neg, Matrix.neg_mul, neg_neg]
  · rw [smul_neg, ← h.zx, Matrix.mul_neg, Matrix.neg_mul]
    abel
```

## (f) Sectors of the reversed spin

Write $V'(E,M)$ for the space defined like $V(E,M)$ but with $-S_z$ in place of $S_z$. Show that
$$V'(E,M)=V(E,-M).$$

The energy condition is the same on both sides, and $-S_zv=Mv$ holds exactly when $S_zv=-Mv$. Lean proves the equality of the two spaces vector by vector.

```lean
/-- Reversing the sign of `Sz` exchanges the sectors `M` and `-M`. -/
theorem level_neg (E : ℂ) (M : ℝ) : level H (-Sz) E M = level H Sz E (-M) := by
  ext v
  change (H *ᵥ v = E • v ∧ (-Sz) *ᵥ v = (M : ℂ) • v) ↔
    (H *ᵥ v = E • v ∧ Sz *ᵥ v = ((-M : ℝ) : ℂ) • v)
  rw [neg_mulVec, Complex.ofReal_neg, neg_smul]
  exact and_congr_right fun _ => neg_eq_iff_eq_neg
```

## (g) One sector with the energies of all the others

Let $H$ commute with $S_x$ and $S_y$, let $-1<M<1$, and let $z$ be any integer, positive or negative. Show that
$$d(E,M+z)\le d(E,M).$$

For $z=k\ge0$ this is (d). For $z=-k$, apply (d) to the reversed spin of (e), starting from $-M$. This is allowed because $-M>-1$ and $H$ commutes with $-S_y$. With $d'$ for the dimension of $V'$,
$$d'(E,-M+k)\le d'(E,-M),$$
and by (f) this reads $d(E,M-k)\le d(E,M)$. The code splits $z$ into the same two cases, and `hk` is the inequality for the reversed spin.

With $M=0$ the theorem reaches all integer projections, and with $M=1/2$ all half-integer ones. For $N$ electrons, every eigenvalue of $S_z$ is one of $N/2,\,N/2-1,\dots,-N/2$, so the sector $0$ is enough for even $N$ and the sector $1/2$ for odd $N$. The electron number enters only through this reading; the theorem itself compares sectors an integer apart.

```lean
/-- For a Hamiltonian commuting with the spin and `-1 < M < 1`, every energy has in the sector
`Sz = M` at least the multiplicity that it has in any sector `Sz = M + z` with `z` an integer. -/
theorem lowest_sector_complete (h : IsSpin Sx Sy Sz) (hx : Commute H Sx) (hy : Commute H Sy)
    (E : ℂ) {M : ℝ} (hM : -1 < M) (hM' : M < 1) (z : ℤ) :
    Module.finrank ℂ (level H Sz E (M + z)) ≤ Module.finrank ℂ (level H Sz E M) := by
  obtain ⟨k, rfl | rfl⟩ := z.eq_nat_or_neg
  · rw [Int.cast_natCast]
    exact multiplicity_le_add h hx hy E hM k
  · -- sectors below M are sectors above -M for the flipped spin
    have hk := multiplicity_le_add (spin_flip h) hx hy.neg_right E (by linarith : -1 < -M) k
    rw [level_neg, level_neg, neg_neg] at hk
    have e : M + ((-(k : ℤ) : ℤ) : ℝ) = -(-M + k) := by push_cast; ring
    rw [e]
    exact hk
```

## (h) Two spins 1/2 with exchange

Check that the hypotheses hold in an interacting example. In the basis $\uparrow\uparrow,\uparrow\downarrow,\downarrow\uparrow,\downarrow\downarrow$, let $X,Y,Z$ be the total spin matrices and let $P$ swap the two spins. Show that $X,Y,Z$ are spin matrices and that
$$PX=XP,\qquad PY=YP .$$

Each total component is a sum of one term per spin, for example $X=s_x\otimes1+1\otimes s_x$. Terms on different spins commute, so the commutators of a single spin add up to those of the total. The swap exchanges the two terms of each sum and leaves the sum unchanged, so $PXP=X$ and $PYP=Y$. With $P^2=1$ this gives the claim. Lean compares the $4\times4$ matrices entry by entry.

For $H=P$ the triplet has energy 1 and the singlet energy $-1$. The triplet appears at $S_z=1$ as $\uparrow\uparrow$ and at $S_z=0$ as $(\uparrow\downarrow+\downarrow\uparrow)/\sqrt2$. The singlet appears only at $S_z=0$, so the inequality of (c) is strict for $E=-1$ and $M=0$.

```lean
/-- The total spin matrices of two spins 1/2 and the exchange operator that swaps the spins
satisfy the hypotheses on spin and Hamiltonian. -/
theorem spin_pair_witness :
    let X : Matrix (Fin 4) (Fin 4) ℂ :=
      !![0, 1/2, 1/2, 0; 1/2, 0, 0, 1/2; 1/2, 0, 0, 1/2; 0, 1/2, 1/2, 0]
    let Y : Matrix (Fin 4) (Fin 4) ℂ :=
      !![0, -I/2, -I/2, 0; I/2, 0, 0, -I/2; I/2, 0, 0, -I/2; 0, I/2, I/2, 0]
    let Z : Matrix (Fin 4) (Fin 4) ℂ := !![1, 0, 0, 0; 0, 0, 0, 0; 0, 0, 0, 0; 0, 0, 0, -1]
    let P : Matrix (Fin 4) (Fin 4) ℂ := !![1, 0, 0, 0; 0, 0, 1, 0; 0, 1, 0, 0; 0, 0, 0, 1]
    IsSpin X Y Z ∧ P * X = X * P ∧ P * Y = Y * P := by
  intro X Y Z P
  refine ⟨⟨?_, ?_, ?_, ?_, ?_, ?_⟩, ?_, ?_⟩
  all_goals
    ext i j
    fin_cases i <;> fin_cases j <;>
      simp [X, Y, Z, P, Matrix.mul_apply, Fin.sum_univ_succ, Complex.ext_iff] <;> norm_num

end

end SpinSectorChoice
```

```lean
#print axioms SpinSectorChoice.lowest_sector_complete
```

```
'SpinSectorChoice.lowest_sector_complete' depends on axioms: [propext, Classical.choice, Quot.sound]
```
